# Every antitone function on [0,1] is the adiabatic-connection integrand of an abstract one-parameter model

Take two states, A and B. State A has internal energy \(0\) and interaction energy \(a\). State B has internal energy \(c(a-b)\) and interaction energy \(b\), with \(b<a\) and \(0<c<1\). At coupling strength \(s\) their total energies are

\[
E_A(s)=sa,\qquad E_B(s)=c(a-b)+sb,\qquad E_B(s)-E_A(s)=(c-s)(a-b).
\]

Below \(s=c\) the minimum is A, above it the minimum is B, and at \(s=c\) the levels cross. The interaction energy of the minimising state, followed as a function of \(s\), is the adiabatic-connection integrand of this model. In density-functional theory the minimisation runs over wavefunctions with a fixed density, and the Hartree energy is often subtracted, which only shifts the integrand by a constant. In the two-state example the integrand drops from \(a\) to \(b\) at \(c\), and the internal energy rises there by \(c\) times the drop.

A general decreasing integrand \(w\) can be treated as many small drops. Each drop \(-dw\) at coupling \(t\) costs internal energy \(-t\,dw\), and for smooth \(w\) integration by parts gives

\[
T(x)=-\int_0^x t\,w'(t)\,dt=\int_0^x w(t)\,dt-x\,w(x).
\]

The last expression needs no derivative and makes sense for every antitone (non-increasing) \(w\), with or without jumps.

## States labelled by the coupling at which they win

In Lean 4 with Mathlib:

```lean
import Mathlib

open Set

namespace AdiabaticIntegrandRealisability

noncomputable section
```

The states are the points of \([0,1]\). The function \(T\) collects all energy that is not scaled by the coupling, and \(W\) is the interaction energy. `Realises T W w` says that for each \(s\in[0,1]\) the state \(s\) minimises \(T+sW\) over \([0,1]\), ties allowed, and that \(W(s)=w(s)\). The functions are defined on all of \(\mathbb R\), but only their values on \([0,1]\) enter.

```lean
/-- States are labelled by the points of `[0,1]`. At every coupling strength `s` the state `s`
minimises `T + s W` among all states, and its interaction energy is `w s`. -/
def Realises (T W w : ℝ → ℝ) : Prop :=
  ∀ s ∈ Icc (0 : ℝ) 1,
    (∀ x ∈ Icc (0 : ℝ) 1, T s + s * W s ≤ T x + s * W x) ∧ W s = w s
```

The candidate internal energy is the formula found above.

```lean
/-- The internal energy built from a prescribed integrand `w`: the integral of `w` up to
coupling `x`, less the interaction contribution `x w(x)`. -/
def internalEnergy (w : ℝ → ℝ) (x : ℝ) : ℝ := (∫ t in (0 : ℝ)..x, w t) - x * w x
```

Since \(T(s)+s\,w(s)=\int_0^s w\), the integral of \(w\) is the total energy of state \(s\) at coupling \(s\), not its internal energy. Leaving out the term \(-x\,w(x)\) mixes up the two and spoils the construction: for \(w=1\) the total energy of state \(x\) would be \(x+s\), which is lowest at \(x=0\) for every \(s\).

## (a) Integrability without continuity

**Task.** Show that an antitone \(w\) on \([0,1]\) is integrable between any two points \(a,b\) of \([0,1]\).

**Solution.** Let \(a\le b\) and cut \([a,b]\) into \(n\) equal steps. On each step \(w\) lies between its two end values, so the upper and lower sums differ by at most \((b-a)(w(a)-w(b))/n\), which tends to zero. Exchanging \(a\) and \(b\) only changes the sign of the integral.

Mathlib has this result; the proof restricts antitonicity to the interval between \(a\) and \(b\) and applies it.

```lean
/-- An antitone function is integrable between any two couplings in `[0,1]`. -/
lemma integrable_between {w : ℝ → ℝ} (hw : AntitoneOn w (Icc 0 1)) {a b : ℝ}
    (ha : a ∈ Icc (0 : ℝ) 1) (hb : b ∈ Icc (0 : ℝ) 1) :
    IntervalIntegrable w MeasureTheory.volume a b :=
  AntitoneOn.intervalIntegrable (hw.mono (uIcc_subset_Icc ha hb))
```

## (b) The first-order estimate is an upper bound

**Task.** For antitone \(w\) and \(x,s\in[0,1]\), in either order, show that \(\int_x^s w\le(s-x)\,w(x)\).

**Solution.** If \(x\le s\), then \(w(t)\le w(x)\) for \(t\in[x,s]\), and integration gives the claim. If \(s\le x\), then \(w(t)\ge w(x)\) for \(t\in[s,x]\), so \(\int_s^x w\ge(x-s)\,w(x)\). Changing the sign of both sides gives the same inequality.

The two branches after `rcases` are these two cases. Each compares \(w\) with the constant \(w(x)\) by `integral_mono_on`, and `integral_symm` reverses the limits in the second.

```lean
/-- The integral of an antitone integrand from coupling `x` to coupling `s` is at most its
first-order estimate `(s - x) w(x)`, whichever of the two couplings is larger. -/
theorem integral_le_first_order {w : ℝ → ℝ} (hw : AntitoneOn w (Icc 0 1)) {x s : ℝ}
    (hx : x ∈ Icc (0 : ℝ) 1) (hs : s ∈ Icc (0 : ℝ) 1) :
    ∫ t in x..s, w t ≤ (s - x) * w x := by
  rcases le_total x s with h | h
  · have key : ∫ t in x..s, w t ≤ ∫ _t in x..s, w x :=
      intervalIntegral.integral_mono_on h (integrable_between hw hx hs)
        intervalIntegrable_const
        (fun t ht => hw hx ⟨hx.1.trans ht.1, ht.2.trans hs.2⟩ ht.1)
    rwa [intervalIntegral.integral_const, smul_eq_mul] at key
  · have key : ∫ _t in s..x, w x ≤ ∫ t in s..x, w t :=
      intervalIntegral.integral_mono_on h intervalIntegrable_const
        (integrable_between hw hs hx)
        (fun t ht => hw ⟨hs.1.trans ht.1, ht.2.trans hx.2⟩ hx ht.2)
    rw [intervalIntegral.integral_const, smul_eq_mul] at key
    rw [intervalIntegral.integral_symm]
    linarith
```

## (c) The constructed state is a minimiser

**Task.** With \(T\) as constructed and \(W=w\), show that state \(s\) minimises \(T+sW\).

**Solution.** For any competing state \(x\),

\[
\begin{aligned}
\bigl[T(x)+s\,w(x)\bigr]-\bigl[T(s)+s\,w(s)\bigr]
&=\int_0^x w+(s-x)\,w(x)-\int_0^s w\\
&=(s-x)\,w(x)-\int_x^s w\;\ge 0
\end{aligned}
\]

by part (b). The condition \(W(s)=w(s)\) holds by the choice of \(W\).

In the proof `hadd` joins the integrals at \(x\), `htan` is part (b), and `linarith` combines them.

```lean
/-- The explicit internal energy, with `w` itself as interaction energy, realises any
antitone integrand `w`. -/
theorem internalEnergy_realises {w : ℝ → ℝ} (hw : AntitoneOn w (Icc 0 1)) :
    Realises (internalEnergy w) w w := by
  intro s hs
  refine ⟨fun x hx => ?_, rfl⟩
  have h0 : (0 : ℝ) ∈ Icc (0 : ℝ) 1 := ⟨le_rfl, zero_le_one⟩
  have hadd := intervalIntegral.integral_add_adjacent_intervals
    (integrable_between hw h0 hx) (integrable_between hw hx hs)
  have htan := integral_le_first_order hw hx hs
  unfold internalEnergy
  linarith
```

## (d) Realisability

**Task.** Conclude that every antitone \(w\) on \([0,1]\) has some \(T\) and \(W\) that realise it.

**Solution.** Take the pair from part (c).

```lean
/-- Realisability of integrands: every antitone function on `[0,1]`, continuous or not, is the
adiabatic-connection integrand of some internal energy `T` and interaction energy `W`. -/
theorem antitone_integrand_realisable (w : ℝ → ℝ) (hw : AntitoneOn w (Icc 0 1)) :
    ∃ T W : ℝ → ℝ, Realises T W w :=
  ⟨internalEnergy w, w, internalEnergy_realises hw⟩
```

Monotonicity is also necessary. If \(r\) and \(s\) minimise at their own couplings, adding the two minimum inequalities gives \((s-r)(W(s)-W(r))\le0\); this short converse is an argument by hand and not one of the theorems here. In this abstract model, where \(T\) and \(W\) may be any real functions, minimisation alone therefore restricts an integrand only to be non-increasing. For model integrands in density-functional theory this suggests that properties such as smoothness or convexity need further input, for instance from the Coulomb interaction or the fixed density, neither of which the model contains.

## (e) Strict decrease makes the minimiser unique

**Task.** If \(w\) is strictly decreasing, show that every state \(x\ne s\) has strictly higher total energy at coupling \(s\) in the construction.

**Solution.** Let \(m=(x+s)/2\) and apply part (b) on each half:

\[
\int_x^s w\le(m-x)\,w(x)+(s-m)\,w(m)
=(s-x)\,w(x)+(s-m)\bigl(w(m)-w(x)\bigr).
\]

If \(x<s\), then \(s-m>0\) and \(w(m)<w(x)\); if \(x>s\), both signs are reversed. The last product is negative either way, so the inequality in part (c) is strict.

The sign of the product is `hgain`, and `t1` and `t2` are the two half-interval estimates.

```lean
/-- For a strictly decreasing integrand, every state other than `s` has strictly higher total
energy at coupling `s` in the explicit construction. -/
theorem unique_minimiser_of_strictAnti {w : ℝ → ℝ} (hw : StrictAntiOn w (Icc 0 1))
    {s x : ℝ} (hs : s ∈ Icc (0 : ℝ) 1) (hx : x ∈ Icc (0 : ℝ) 1) (hne : x ≠ s) :
    internalEnergy w s + s * w s < internalEnergy w x + s * w x := by
  have ha := hw.antitoneOn
  have h0 : (0 : ℝ) ∈ Icc (0 : ℝ) 1 := ⟨le_rfl, zero_le_one⟩
  -- split the integral at the midpoint, where the integrand has already changed
  obtain ⟨m, hm⟩ : ∃ m : ℝ, m = (x + s) / 2 := ⟨_, rfl⟩
  have hmI : m ∈ Icc (0 : ℝ) 1 :=
    ⟨by linarith [hx.1, hs.1], by linarith [hx.2, hs.2]⟩
  have hgain : (s - m) * (w m - w x) < 0 := by
    rcases lt_or_gt_of_ne hne with h | h
    · have h1 : w m < w x := hw hx hmI (by linarith)
      exact mul_neg_of_pos_of_neg (by linarith) (by linarith)
    · have h1 : w x < w m := hw hmI hx (by linarith)
      exact mul_neg_of_neg_of_pos (by linarith) (by linarith)
  have e1 := intervalIntegral.integral_add_adjacent_intervals
    (integrable_between ha h0 hx) (integrable_between ha hx hmI)
  have e2 := intervalIntegral.integral_add_adjacent_intervals
    (integrable_between ha h0 hmI) (integrable_between ha hmI hs)
  have t1 := integral_le_first_order ha hx hmI
  have t2 := integral_le_first_order ha hmI hs
  unfold internalEnergy
  linarith
```

## (f) Two internal energies cannot drift apart

**Task.** Let \((T_1,W_1)\) and \((T_2,W_2)\) realise the same \(w\), and put \(D=T_1-T_2\). Show that \(D(x)\le D(0)\) for \(x\in[0,1]\).

**Solution.** For \(a,b\in[0,1]\), state \(b\) is minimal at coupling \(b\) for the first pair, and state \(a\) is minimal at coupling \(a\) for the second:

\[
T_1(b)+b\,w(b)\le T_1(a)+b\,w(a),\qquad
T_2(a)+a\,w(a)\le T_2(b)+a\,w(b).
\]

Adding them gives

\[
D(b)-D(a)\le(b-a)\bigl(w(a)-w(b)\bigr).
\]

Now go from \(0\) to \(x\) in \(n+1\) steps of length \(\delta=x/(n+1)\). The differences of \(w\) telescope:

\[
D(x)-D(0)\le\delta\,\bigl(w(0)-w(x)\bigr)=\frac{x\,(w(0)-w(x))}{n+1}.
\]

If the left side were positive, this inequality would fail for large \(n\). The bound on a single step is of second order in \(\delta\) where \(w\) is smooth and of first order across a jump; the telescoped sum covers both.

In the proof `compare` is the minimum property, `step` the combined inequality, and `total` the sum, by induction on the number of steps. The integer \(n\) is chosen beforehand so that the final bound contradicts `hd`.

```lean
/-- If two internal energies realise the same integrand, their difference at any state is at
most their difference at the state `0`. -/
lemma difference_le {T₁ W₁ T₂ W₂ w : ℝ → ℝ} (h₁ : Realises T₁ W₁ w)
    (h₂ : Realises T₂ W₂ w) {x : ℝ} (hx : x ∈ Icc (0 : ℝ) 1) :
    T₁ x - T₂ x ≤ T₁ 0 - T₂ 0 := by
  have compare : ∀ {T W : ℝ → ℝ}, Realises T W w → ∀ a ∈ Icc (0 : ℝ) 1,
      ∀ b ∈ Icc (0 : ℝ) 1, T b + b * w b ≤ T a + b * w a := by
    intro T W h a ha b hb
    have h3 := (h b hb).1 a ha
    rw [(h b hb).2, (h a ha).2] at h3
    exact h3
  -- from `a` to `b` the difference grows by at most `(b - a) * (w a - w b)`
  have step : ∀ a ∈ Icc (0 : ℝ) 1, ∀ b ∈ Icc (0 : ℝ) 1,
      (T₁ b - T₂ b) - (T₁ a - T₂ a) ≤ (b - a) * (w a - w b) := by
    intro a ha b hb
    linear_combination compare h₁ a ha b hb + compare h₂ b hb a ha
  by_contra hcon
  have hd : 0 < (T₁ x - T₂ x) - (T₁ 0 - T₂ 0) := by linarith [not_le.mp hcon]
  obtain ⟨n, hn⟩ := exists_nat_gt
    (x * (w 0 - w x) / ((T₁ x - T₂ x) - (T₁ 0 - T₂ 0)))
  rw [div_lt_iff₀ hd] at hn
  have hN : (0 : ℝ) < (n : ℝ) + 1 := by positivity
  obtain ⟨δ, hδ⟩ : ∃ δ : ℝ, δ = x / ((n : ℝ) + 1) := ⟨_, rfl⟩
  have hδ0 : 0 ≤ δ := by rw [hδ]; exact div_nonneg hx.1 hN.le
  have hδx : ((n : ℝ) + 1) * δ = x := by rw [hδ]; field_simp
  have mem : ∀ k : ℕ, k ≤ n + 1 → (k : ℝ) * δ ∈ Icc (0 : ℝ) 1 := by
    intro k hk
    have hk' : (k : ℝ) ≤ (n : ℝ) + 1 := by exact_mod_cast hk
    have h3 := mul_le_mul_of_nonneg_right hk' hδ0
    exact ⟨mul_nonneg (Nat.cast_nonneg k) hδ0, by linarith [hx.2]⟩
  -- add up the steps of length δ
  have total : ∀ k : ℕ, k ≤ n + 1 →
      (T₁ (k * δ) - T₂ (k * δ)) - (T₁ 0 - T₂ 0) ≤ δ * (w 0 - w (k * δ)) := by
    intro k
    induction k with
    | zero => intro _; simp
    | succ k ih =>
      intro hk
      have h3 := ih (by omega)
      have h4 := step _ (mem k (by omega)) _ (mem (k + 1) hk)
      push_cast at h4 ⊢
      linear_combination h3 + h4
  have hend := total (n + 1) le_rfl
  push_cast at hend
  rw [hδx] at hend
  have h5 := mul_le_mul_of_nonneg_left hend hN.le
  rw [← mul_assoc, hδx] at h5
  linarith
```

## (g) The integrand fixes the internal energy up to a constant

**Task.** Show that \(T_1\) and \(T_2\) differ by a constant on \([0,1]\).

**Solution.** Part (f) gives \(D(x)\le D(0)\). With the two pairs exchanged it gives \(-D(x)\le-D(0)\). Hence \(D(x)=D(0)\), and the constant is \(c=T_1(0)-T_2(0)\).

```lean
/-- Rigidity: the integrand determines the internal energy of the realising states up to an
additive constant. -/
theorem internal_energy_unique_up_to_constant {T₁ W₁ T₂ W₂ w : ℝ → ℝ}
    (h₁ : Realises T₁ W₁ w) (h₂ : Realises T₂ W₂ w) :
    ∃ c : ℝ, ∀ x ∈ Icc (0 : ℝ) 1, T₁ x = T₂ x + c :=
  ⟨T₁ 0 - T₂ 0, fun x hx => by
    linarith [difference_le h₁ h₂ hx, difference_le h₂ h₁ hx]⟩
```

This rigidity depends on every state being the chosen minimiser at some coupling. A different model would take an arbitrary set of states and a map that selects a minimiser \(\psi(s)\) for each \(s\). Realisability would carry over, since \([0,1]\) is one such set, but the integrand would fix the internal energy only on the selected states. The others could be raised at will.

## (h) The level crossing as a realised integrand

**Task.** For \(b\le a\) and any real \(c\), let \(w\) equal \(a\) for \(x\le c\) and \(b\) for \(x>c\). Show that \(w\) is realised by \(W=w\) and the internal energy that is \(0\) for \(x\le c\) and \(c(a-b)\) for \(x>c\).

**Solution.** Points \(x\le c\) are copies of state A from the opening, and points \(x>c\) are copies of B. Copies of the same state tie. Between different ones the energy difference \(E_B-E_A\) is \((c-s)(a-b)\). It is at least zero for \(s\le c\), so A is then a minimiser, and at most zero for \(s>c\), so B is. At \(s=c\) the levels are degenerate, and the convention assigns the value \(a\). If \(c<0\) or \(c\ge1\), only one kind of state is present in \([0,1]\) and there is no crossing.

The `by_cases` splits on \(s\le c\) and \(x\le c\) give the four comparisons, and `h1` supplies the sign of the product.

```lean
/-- For `b ≤ a` and any real `c`, the integrand equal to `a` for `x ≤ c` and to `b` for `x > c` is
realised by itself as interaction energy and the internal energy equal to `0` for `x ≤ c` and to `c
(a - b)` for `x > c`. For `b < a` and `0 < c < 1` this is a level crossing at `c`. -/
theorem level_crossing_realises (a b c : ℝ) (hab : b ≤ a) :
    Realises (fun x => if x ≤ c then 0 else c * (a - b))
      (fun x => if x ≤ c then a else b) (fun x => if x ≤ c then a else b) := by
  intro s _
  refine ⟨fun x _ => ?_, rfl⟩
  have hgap : 0 ≤ a - b := by linarith
  by_cases hs : s ≤ c
  · have h1 := mul_nonneg (sub_nonneg.mpr hs) hgap
    by_cases hx : x ≤ c
    · simp only [if_pos hs, if_pos hx]; exact le_rfl
    · simp only [if_pos hs, if_neg hx]; linarith
  · have h1 := mul_nonneg (sub_nonneg.mpr (not_le.mp hs).le) hgap
    by_cases hx : x ≤ c
    · simp only [if_neg hs, if_pos hx]; linarith
    · simp only [if_neg hs, if_neg hx]; exact le_rfl

end

end AdiabaticIntegrandRealisability
```

```lean
#print axioms AdiabaticIntegrandRealisability.antitone_integrand_realisable
#print axioms AdiabaticIntegrandRealisability.unique_minimiser_of_strictAnti
#print axioms AdiabaticIntegrandRealisability.internal_energy_unique_up_to_constant
#print axioms AdiabaticIntegrandRealisability.level_crossing_realises
```

```
'AdiabaticIntegrandRealisability.antitone_integrand_realisable' depends on axioms: [propext, Classical.choice, Quot.sound]
'AdiabaticIntegrandRealisability.unique_minimiser_of_strictAnti' depends on axioms: [propext, Classical.choice, Quot.sound]
'AdiabaticIntegrandRealisability.internal_energy_unique_up_to_constant' depends on axioms: [propext, Classical.choice, Quot.sound]
'AdiabaticIntegrandRealisability.level_crossing_realises' depends on axioms: [propext, Classical.choice, Quot.sound]
```
